# The trace of a spin-1/2 rotation in Euler angles as a spin-1/2 character at an angle given by an arccosine

For a single spin 1/2, a rotation by `γ` about z, then `β` about y, then `α` about z is a product of three 2×2 complex matrices. The theorem `euler_trace_eq_spinChar` says that, for all real `α`, `β`, `γ`, the trace of this product equals the spin-1/2 character, the sum of exp(imw) over m = ±1/2, at w = 2 arccos(cos(β/2) cos((α+γ)/2)). The attempt takes the trace in closed form from `euler_trace` and shows that the character is 2 cos(w/2). It then bounds the product of cosines between −1 and 1, so that the cosine of its arccosine gives it back, and tries to cancel the 2 in w against the half in w/2.

The failing Lean file:

```lean
import Mathlib

open Matrix

namespace EulerTraceEqSpinChar

noncomputable section

/-- The character of spin `j = n/2` at rotation angle `w`: the sum of `exp(i m w)` over
`m = -j, ..., j`. -/
def spinChar (n : ℕ) (w : ℝ) : ℂ :=
  ∑ k ∈ Finset.range (n + 1), Complex.exp (Complex.I * ((k : ℂ) - (n : ℂ) / 2) * (w : ℂ))

/-- The spin-1/2 rotation by the angle `θ` about the z axis. -/
def rotZ (θ : ℝ) : Matrix (Fin 2) (Fin 2) ℂ :=
  !![Complex.exp (-(Complex.I * θ / 2)), 0; 0, Complex.exp (Complex.I * θ / 2)]

/-- The spin-1/2 rotation by the angle `β` about the y axis. -/
def rotY (β : ℝ) : Matrix (Fin 2) (Fin 2) ℂ :=
  !![Complex.cos (β / 2), -Complex.sin (β / 2); Complex.sin (β / 2), Complex.cos (β / 2)]

private lemma spinChar_zero (w : ℝ) : spinChar 0 w = 1 := by
  simp [spinChar]

private lemma char_top (n : ℕ) (w : ℝ) : spinChar (n + 1) w =
    Complex.exp (-(Complex.I * w / 2)) * spinChar n w
      + Complex.exp (Complex.I * w / 2) ^ (n + 1) := by
  unfold spinChar
  rw [Finset.sum_range_succ, Finset.mul_sum, ← Complex.exp_nat_mul]
  congr 1
  · refine Finset.sum_congr rfl fun k _ => ?_
    rw [← Complex.exp_add]
    congr 1
    push_cast
    ring
  · congr 1
    push_cast
    ring

/-- The trace of the spin-1/2 rotation with Euler angles `α, β, γ` is
`2 cos(β/2) cos((α+γ)/2)`. -/
theorem euler_trace (α β γ : ℝ) :
    (rotZ α * rotY β * rotZ γ).trace
      = 2 * Complex.cos ((β : ℂ) / 2) * Complex.cos (((α : ℂ) + γ) / 2) := by
  have h : 2 * Complex.cos (((α : ℂ) + γ) / 2)
      = Complex.exp (Complex.I * α / 2) * Complex.exp (Complex.I * γ / 2)
        + Complex.exp (-(Complex.I * α / 2)) * Complex.exp (-(Complex.I * γ / 2)) := by
    rw [Complex.two_cos, ← Complex.exp_add, ← Complex.exp_add]
    congr 2 <;> ring
  have t : (rotZ α * rotY β * rotZ γ).trace
      = Complex.exp (-(Complex.I * α / 2)) * Complex.cos ((β : ℂ) / 2)
          * Complex.exp (-(Complex.I * γ / 2))
        + Complex.exp (Complex.I * α / 2) * Complex.cos ((β : ℂ) / 2)
          * Complex.exp (Complex.I * γ / 2) := by
    simp [rotZ, rotY, Matrix.trace_fin_two]
  rw [t]
  linear_combination (-Complex.cos ((β : ℂ) / 2)) * h

/-- The Euler trace is the spin-1/2 character at the angle `w` in `[0, 2π]` given by
`cos(w/2) = cos(β/2) cos((α+γ)/2)`. -/
theorem euler_trace_eq_spinChar (α β γ : ℝ) :
    (rotZ α * rotY β * rotZ γ).trace
      = spinChar 1 (2 * Real.arccos (Real.cos (β / 2) * Real.cos ((α + γ) / 2))) := by
  have hchar : ∀ w : ℝ, spinChar 1 w = 2 * Complex.cos ((w : ℂ) / 2) := by
    intro w
    have h := char_top 0 w
    simp only [zero_add, pow_one, spinChar_zero, mul_one] at h
    rw [h, Complex.two_cos, add_comm (Complex.exp (-(Complex.I * w / 2)))]
    congr 2 <;> ring
  have hb : |Real.cos (β / 2) * Real.cos ((α + γ) / 2)| ≤ 1 := by
    rw [abs_mul]
    exact mul_le_one₀ (Real.abs_cos_le_one _) (abs_nonneg _) (Real.abs_cos_le_one _)
  obtain ⟨h1, h2⟩ := abs_le.1 hb
  rw [euler_trace, hchar, ← Complex.ofReal_ofNat, ← Complex.ofReal_div,
    mul_div_cancel_left₀ _ (two_ne_zero : (2 : ℝ) ≠ 0), ← Complex.ofReal_cos,
    Real.cos_arccos h1 h2]
  push_cast
  ring

end

end EulerTraceEqSpinChar
```

Lean reports:

```
Main.lean:75:4: error: Tactic `rewrite` failed: Did not find an occurrence of the pattern
  2 * ?m.205 / 2
in the target expression
  ↑2 * Complex.cos ↑(β / 2) * Complex.cos ((↑α + ↑γ) / ↑2) =
    ↑2 * Complex.cos (↑(2 * Real.arccos (Real.cos (β / 2) * Real.cos ((α + γ) / 2))) / ↑2)

α β γ : ℝ
hchar : ∀ (w : ℝ), spinChar 1 w = 2 * Complex.cos (↑w / 2)
hb : |Real.cos (β / 2) * Real.cos ((α + γ) / 2)| ≤ 1
h1 : -1 ≤ Real.cos (β / 2) * Real.cos ((α + γ) / 2)
h2 : Real.cos (β / 2) * Real.cos ((α + γ) / 2) ≤ 1
⊢ ↑2 * Complex.cos ↑(β / 2) * Complex.cos ((↑α + ↑γ) / ↑2) =
    ↑2 * Complex.cos (↑(2 * Real.arccos (Real.cos (β / 2) * Real.cos ((α + γ) / 2))) / ↑2)
```

Diagnosis. The message says that `mul_div_cancel_left₀` found no real quotient of the form `2 * _ / 2` to simplify. The step before it, `← Complex.ofReal_div`, was meant to gather the character's argument into the cast of one real quotient. But a `rw` step fixes its variables at the first match, and here that was `β / 2` on the left, which the goal now shows as `↑(β / 2)`. The arccosine's quotient stayed a complex one, a cast product divided by `↑2`, so the 2 to be cancelled was still inside the cast and the division outside it.

The repair states the needed cancellation as its own equation `e`, for exactly this complex quotient. Its proof takes the cast through the product with `Complex.ofReal_mul`, turns the cast 2 into the complex 2 with `Complex.ofReal_ofNat`, and leaves the algebra to `ring`. Rewriting with `e` replaces the three steps that turned numerals into casts, gathered the quotient and cancelled the 2. The cosine then stands over a cast arccosine, as `← Complex.ofReal_cos` and `Real.cos_arccos` require.

Fix (accepted with no message):

```diff
@@ -72,7 +72,9 @@
     exact mul_le_one₀ (Real.abs_cos_le_one _) (abs_nonneg _) (Real.abs_cos_le_one _)
   obtain ⟨h1, h2⟩ := abs_le.1 hb
-  rw [euler_trace, hchar, ← Complex.ofReal_ofNat, ← Complex.ofReal_div,
-    mul_div_cancel_left₀ _ (two_ne_zero : (2 : ℝ) ≠ 0), ← Complex.ofReal_cos,
-    Real.cos_arccos h1 h2]
+  have e : ((2 * Real.arccos (Real.cos (β / 2) * Real.cos ((α + γ) / 2)) : ℝ) : ℂ) / 2
+      = ((Real.arccos (Real.cos (β / 2) * Real.cos ((α + γ) / 2)) : ℝ) : ℂ) := by
+    rw [Complex.ofReal_mul, Complex.ofReal_ofNat]
+    ring
+  rw [euler_trace, hchar, e, ← Complex.ofReal_cos, Real.cos_arccos h1 h2]
   push_cast
   ring
```
